# The phase variance for independent random signs is one minus the squared mean phase

A path passes through a finite number `n` of auxiliary fields, each an independent sign `x_k = ±1` with equal probabilities, and collects the phase `∏ exp(i s x_k (a_k - c_k))`. The coupling `s`, the local values `a_k` and the shifts `c_k` are fixed real numbers that do not depend on the signs. The theorem `phaseVariance_eq` states that the variance of this phase, meaning its mean squared distance from its own mean, equals `1 - (∏ cos(s (a_k - c_k)))²`, where the product of cosines is the mean phase. The proof writes `m` for that mean, expands each squared distance using the fact that every phase has modulus one, and then sums over all `2 ^ n` sign configurations.

This version doesn't compile in Lean 4 with Mathlib:

```lean
import Mathlib

open Filter Topology

namespace PhaseVarianceEq

noncomputable section

/-- The value `+1` or `-1` of a discrete auxiliary field. -/
def spin (b : Bool) : ℝ := if b then 1 else -1

/-- The phase factor collected along a path of `n` auxiliary fields `x k`, with coupling `s`,
local values `a k` and background shifts `c k`: the product of `exp (i s x_k (a_k - c_k))`. -/
def pathPhase {n : ℕ} (s : ℝ) (a c : Fin n → ℝ) (x : Fin n → Bool) : ℂ :=
  ∏ k, Complex.exp (((s * spin (x k) * (a k - c k) : ℝ) : ℂ) * Complex.I)

/-- The mean of `f` over `n` independent, uniformly distributed signs. -/
def fieldMean {n : ℕ} (f : (Fin n → Bool) → ℂ) : ℂ := (∑ x, f x) / 2 ^ n

/-- The variance of the path phase: its mean squared distance from its own mean. -/
def phaseVariance {n : ℕ} (s : ℝ) (a c : Fin n → ℝ) : ℝ :=
  (∑ x, ‖pathPhase s a c x - fieldMean (pathPhase s a c)‖ ^ 2) / 2 ^ n

/-- Every sampled path phase has modulus one. -/
theorem norm_pathPhase {n : ℕ} (s : ℝ) (a c : Fin n → ℝ) (x : Fin n → Bool) :
    ‖pathPhase s a c x‖ = 1 := by
  unfold pathPhase
  rw [norm_prod]
  exact Finset.prod_eq_one fun k _ => Complex.norm_exp_ofReal_mul_I _

/-- Summing the phase of one step over the two signs of its field gives twice a cosine. -/
theorem sum_step (s d : ℝ) :
    ∑ b : Bool, Complex.exp (((s * spin b * d : ℝ) : ℂ) * Complex.I)
      = 2 * ((Real.cos (s * d) : ℝ) : ℂ) := by
  have e1 : s * spin true * d = s * d := by simp [spin]
  have e2 : s * spin false * d = -(s * d) := by simp [spin]
  rw [Fintype.sum_bool, e1, e2, Complex.ofReal_neg, Complex.ofReal_cos, Complex.two_cos]

/-- The mean path phase is the product of the cosines `cos (s (a_k - c_k))` of the steps. -/
theorem mean_pathPhase {n : ℕ} (s : ℝ) (a c : Fin n → ℝ) :
    fieldMean (pathPhase s a c) = ((∏ k, Real.cos (s * (a k - c k)) : ℝ) : ℂ) := by
  -- independence: the sum over configurations factorises into sums over single fields
  have h : ∑ x : Fin n → Bool, pathPhase s a c x
      = ∏ k, ∑ b : Bool,
          Complex.exp (((s * spin b * (a k - c k) : ℝ) : ℂ) * Complex.I) := by
    unfold pathPhase
    rw [Finset.prod_univ_sum, Fintype.piFinset_univ]
  have h2 : (2 : ℂ) ^ n ≠ 0 := pow_ne_zero _ two_ne_zero
  unfold fieldMean
  rw [h, Finset.prod_congr rfl fun k _ => sum_step s (a k - c k), Finset.prod_mul_distrib,
    Finset.prod_const, Finset.card_univ, Fintype.card_fin, mul_div_cancel_left₀ _ h2,
    Complex.ofReal_prod]

/-- The variance of the path phase is one minus the square of the mean phase. -/
theorem phaseVariance_eq {n : ℕ} (s : ℝ) (a c : Fin n → ℝ) :
    phaseVariance s a c = 1 - (∏ k, Real.cos (s * (a k - c k))) ^ 2 := by
  have hm := mean_pathPhase s a c
  unfold phaseVariance
  rw [hm]
  generalize (∏ k, Real.cos (s * (a k - c k))) = m at hm ⊢
  -- expand the square, using that each sample has modulus one
  have hp : ∀ x, ‖pathPhase s a c x - (m : ℂ)‖ ^ 2
      = (1 + m ^ 2) - 2 * m * (pathPhase s a c x).re := by
    intro x
    have h1 : ‖pathPhase s a c x‖ ^ 2 = 1 := by
      rw [norm_pathPhase]; norm_num
    rw [Complex.sq_norm, Complex.normSq_apply] at h1 ⊢
    simp only [Complex.sub_re, Complex.sub_im, Complex.ofReal_re, Complex.ofReal_im]
    linear_combination h1
  -- the real parts sum to the mean times the number of configurations
  have hre : ∑ x, (pathPhase s a c x).re = m * 2 ^ n := by
    have h2 : (2 : ℂ) ^ n ≠ 0 := pow_ne_zero _ two_ne_zero
    have hs : ∑ x, pathPhase s a c x = ((m * 2 ^ n : ℝ) : ℂ) := by
      unfold fieldMean at hm
      rw [(div_eq_iff h2).mp hm]
      push_cast
      rfl
    rw [← Complex.re_sum, hs, Complex.ofReal_re]
  have hcard : ∑ _x : Fin n → Bool, (1 + m ^ 2) = 2 ^ n * (1 + m ^ 2) := by
    simp
  have h2 : (2 : ℝ) ^ n ≠ 0 := pow_ne_zero _ two_ne_zero
  rw [Finset.sum_congr rfl fun x _ => hp x, Finset.sum_sub_distrib, ← Finset.mul_sum, hre,
    hcard, div_eq_iff h2]
  ring

end

end PhaseVarianceEq
```

The compiler's answer:

```
Main.lean:79:73: error: unsolved goals
n : ℕ
s : ℝ
a c : Fin n → ℝ
m : ℝ
hm : fieldMean (pathPhase s a c) = ↑m
hp : ∀ (x : Fin n → Bool), ‖pathPhase s a c x - ↑m‖ ^ 2 = 1 + m ^ 2 - 2 * m * (pathPhase s a c x).re
hre : ∑ x, (pathPhase s a c x).re = m * 2 ^ n
⊢ 2 ^ n + 2 ^ n * m ^ 2 = 2 ^ n * (1 + m ^ 2)
```

Diagnosis. The one error is in the auxiliary fact `hcard`, which says that adding the constant `1 + m ^ 2` over all sign configurations gives `2 ^ n * (1 + m ^ 2)`. Here `simp` does evaluate the sum, but it leaves the left side as two separate terms, `2 ^ n + 2 ^ n * m ^ 2`, while the right side keeps its factored form. The two sides are equal by distributivity, but `simp` does not take that last step, so Lean reports an unsolved goal.

The repair adds `ring` after `simp`. The remaining goal is an identity between polynomial expressions in `m` and `2 ^ n`, with no sum left in it, and `ring` proves such identities by bringing both sides to a common normal form. That closes `hcard`, and the rest of the proof stands as it was.

The repair, with which the file compiles:

```diff
@@ -79,4 +79,5 @@
   have hcard : ∑ _x : Fin n → Bool, (1 + m ^ 2) = 2 ^ n * (1 + m ^ 2) := by
     simp
+    ring
   have h2 : (2 : ℝ) ^ n ≠ 0 := pow_ne_zero _ two_ne_zero
   rw [Finset.sum_congr rfl fun x _ => hp x, Finset.sum_sub_distrib, ← Finset.mul_sum, hre,
```
